# A terminating Magnus formula for a linear ramp whose commutator [A,B] commutes with A and B

For a system whose generator is ramped linearly in time, $Z'(t)=(A+tB)Z(t)$, one must first choose what kind of object $A$ and $B$ are. Here they are elements of a real Banach algebra, for instance bounded operators; every complex Banach algebra is included. For a Hamiltonian $H_0+tH_1$, set $A=-iH_0/\hbar$ and $B=-iH_1/\hbar$.

Write $C=[A,B]=AB-BA$. From part (e) on, $C$ is assumed to commute with $A$ and $B$. This stands for the situation of position and momentum, whose commutator is a number. Those operators are unbounded, so a Hamiltonian linear in them needs a further argument about domains. For bounded Hermitian $H_0$ and $H_1$, finite matrices included, the condition forces $C=0$. Bounded generators that do not come from Hermitian $H_0$ and $H_1$ can meet the condition with $C\ne0$, and for these the formula supplies a reference solution for time-stepping schemes.

```lean
import Mathlib

open NormedSpace (exp)

namespace LinearRampMagnus

noncomputable section
```

In Lean, $C$ is `comm A B`, and `Commute X Y` means $XY=YX$.

```lean
/-- The commutator `[A, B] = AB - BA`. -/
def comm {R : Type*} [Ring R] (A B : R) : R := A * B - B * A
```

The candidate propagator, `magnus A B t`, is
$$Y(t)=e^{tA+t^2B/2}\,e^{-t^3C/12}.$$
A textbook Magnus expansion has a single exponent, a series of time integrals of the generator and its nested commutators. When $C$ commutes with $A$ and $B$, the two exponents above can be added, which gives the single exponent $tA+t^2B/2-t^3C/12$. The series is not derived here: the closed expression is checked directly against the equation of motion. The symbol `•` is multiplication by a real number.

```lean
variable {𝔸 : Type*} [NormedRing 𝔸] [NormedAlgebra ℝ 𝔸]

/-- The candidate propagator `exp(tA + t²B/2) exp(-t³[A,B]/12)` for the linear ramp `A + tB`. -/
def magnus (A B : 𝔸) (t : ℝ) : 𝔸 :=
  exp (t • A + (t ^ 2 / 2) • B) * exp ((-(t ^ 3 / 12)) • comm A B)
```

The candidate inverse, $V(t)=e^{t^3C/12}e^{-tA-t^2B/2}$, is `magnusInv A B t`.

```lean
/-- The candidate inverse `exp(t³[A,B]/12) exp(-tA - t²B/2)` of `magnus A B t`. -/
def magnusInv (A B : 𝔸) (t : ℝ) : 𝔸 :=
  exp ((t ^ 3 / 12) • comm A B) * exp (t • (-A) + (t ^ 2 / 2) • (-B))
```

## (a) An exponential with varying amplitude

Let $f$ be a real function differentiable at $t$. Show that
$$\frac{d}{dt}e^{f(t)X}=f'(t)\,X e^{f(t)X}.$$

**Solution.** The power series gives $\frac{d}{du}e^{uX}=Xe^{uX}$. Set $u=f(t)$ and use the chain rule, which is `scomp` in Lean. `HasDerivAt` states both that the derivative exists and what it is.

```lean
variable [CompleteSpace 𝔸]

/-- Chain rule for an exponential with a fixed generator `X` and a differentiable
scalar amplitude `f`. -/
theorem hasDerivAt_exp_scaled {f : ℝ → ℝ} {f' t : ℝ} (X : 𝔸) (hf : HasDerivAt f f' t) :
    HasDerivAt (fun s => exp (f s • X)) (f' • (X * exp (f t • X))) t :=
  (hasDerivAt_exp_smul_const' X (f t)).scomp t hf
```

## (b) Forward and backward evolution

Show that $e^Xe^{-X}=1$.

**Solution.** Let $u(s)=e^{sX}e^{-sX}$. Then
$$u'(s)=e^{sX}Xe^{-sX}-e^{sX}Xe^{-sX}=0,$$
so $u(1)=u(0)=1$. Lean uses the same constancy argument, through `is_const_of_deriv_eq_zero`, here and in later parts.

```lean
/-- Evolving with `-X` and then with `X` gives the identity. -/
theorem exp_mul_exp_neg (X : 𝔸) : exp X * exp (-X) = 1 := by
  have h : ∀ s : ℝ, HasDerivAt (fun s : ℝ => exp (s • X) * exp (s • (-X))) 0 s := by
    intro s
    refine ((hasDerivAt_exp_smul_const X s).fun_mul
      (hasDerivAt_exp_smul_const' (-X) s)).congr_deriv ?_
    rw [neg_mul, mul_neg, mul_assoc, add_neg_cancel]
  have hc := is_const_of_deriv_eq_zero (fun s => (h s).differentiableAt)
    (fun s => (h s).deriv) 1 0
  simpa using hc
```

## (c) Moving an exponential past an operator

Let $K=[X,Y]$ commute with $X$. Show, for real $a$, that
$$e^{aX}Y=(Y+aK)e^{aX}.$$

**Solution.** Let $W(s)=e^{-sX}(Y+sK)e^{sX}$. Then
$$W'(s)=e^{-sX}\bigl(-[X,Y]-s[X,K]+K\bigr)e^{sX}=0.$$
Hence $W(a)=W(0)=Y$, and multiplication by $e^{aX}$ from the left gives the claim. In the code, `key` is the vanishing bracket and `hc` is $W(a)=Y$.

```lean
/-- If `[X,Y]` commutes with `X`, moving `exp(aX)` past `Y` shifts `Y` by `a[X,Y]`. -/
theorem exp_mul_shift {X Y : 𝔸} (h : Commute X (comm X Y)) (a : ℝ) :
    exp (a • X) * Y = (Y + a • comm X Y) * exp (a • X) := by
  have hd : ∀ s : ℝ, HasDerivAt
      (fun s : ℝ => exp (s • (-X)) * (Y + s • comm X Y) * exp (s • X)) 0 s := by
    intro s
    have h2 : HasDerivAt (fun s : ℝ => Y + s • comm X Y) (comm X Y) s := by
      simpa using ((hasDerivAt_id' s).smul_const (comm X Y)).const_add Y
    have key : -X * (Y + s • comm X Y) + comm X Y + (Y + s • comm X Y) * X = 0 := by
      simp only [mul_add, add_mul, mul_smul_comm, smul_mul_assoc, neg_mul, h.eq]
      simp only [comm]
      module
    have fac : ∀ e M E : 𝔸, (e * -X * M + e * comm X Y) * E + e * M * (X * E)
        = e * (-X * M + comm X Y + M * X) * E := by
      intro e M E
      noncomm_ring
    exact (((hasDerivAt_exp_smul_const (-X) s).fun_mul h2).fun_mul
      (hasDerivAt_exp_smul_const' X s)).congr_deriv
      ((fac _ _ _).trans (by rw [key, mul_zero, zero_mul]))
  have hc : exp (-(a • X)) * (Y + a • comm X Y) * exp (a • X) = Y := by
    have := is_const_of_deriv_eq_zero (fun s => (hd s).differentiableAt)
      (fun s => (hd s).deriv) a 0
    simpa using this
  calc exp (a • X) * Y
      = exp (a • X) * (exp (-(a • X)) * (Y + a • comm X Y) * exp (a • X)) := by rw [hc]
    _ = (exp (a • X) * exp (-(a • X))) * ((Y + a • comm X Y) * exp (a • X)) := by
        simp only [mul_assoc]
    _ = _ := by rw [exp_mul_exp_neg, one_mul]
```

## (d) Operators that commute with the exponent

Let $XD=DX$. Show that $e^XD=De^X$.

**Solution.** Take $Y=D$, $K=0$ and $a=1$ in (c).

```lean
/-- An operator that commutes with `X` commutes with `exp X`. -/
theorem exp_mul_of_commute {X D : 𝔸} (h : Commute X D) : exp X * D = D * exp X := by
  have hz : comm X D = 0 := sub_eq_zero.2 h.eq
  have := exp_mul_shift (X := X) (Y := D) (by rw [hz]; exact Commute.zero_right X) 1
  simpa [hz] using this
```

## (e) A product of three exponentials

Let $P=e^{fA}e^{gB}e^{hC}$ with differentiable real functions $f,g,h$ of time. Show that
$$P'=\bigl(f'A+g'B+(fg'+h')C\bigr)P.$$

**Solution.** The product rule and (a) give
$$P'=f'AP+g'e^{fA}Be^{gB}e^{hC}+h'e^{fA}e^{gB}Ce^{hC}.$$
By (c), $e^{fA}B=(B+fC)e^{fA}$, so the second term is $g'(B+fC)P$. By (d), $C$ moves to the front of the third, giving $h'CP$. The step `alg` does this reordering, with `E`, `F`, `G` for the three exponentials.

```lean
/-- Equation of motion of the factorised evolution `exp(fA) exp(gB) exp(h[A,B])` with
differentiable scalar amplitudes, when `[A,B]` commutes with `A` and `B`. -/
theorem hasDerivAt_product {A B : 𝔸} (hA : Commute A (comm A B)) (hB : Commute B (comm A B))
    {f g h : ℝ → ℝ} {f' g' h' t : ℝ} (hf : HasDerivAt f f' t) (hg : HasDerivAt g g' t)
    (hh : HasDerivAt h h' t) :
    HasDerivAt (fun s => exp (f s • A) * exp (g s • B) * exp (h s • comm A B))
      ((f' • A + g' • B + (f t * g' + h') • comm A B) *
        (exp (f t • A) * exp (g t • B) * exp (h t • comm A B))) t := by
  have alg : ∀ E F G : 𝔸, E * B = (B + f t • comm A B) * E →
      E * comm A B = comm A B * E → F * comm A B = comm A B * F →
      (f' • (A * E) * F + E * (g' • (B * F))) * G + E * F * (h' • (comm A B * G))
        = (f' • A + g' • B + (f t * g' + h') • comm A B) * (E * F * G) := by
    intro E F G s1 s2 s3
    have e1 : E * (B * F) = (B + f t • comm A B) * (E * F) := by
      rw [← mul_assoc, s1, mul_assoc]
    have e2 : E * F * (comm A B * G) = comm A B * (E * F * G) := by
      calc E * F * (comm A B * G) = E * (F * comm A B) * G := by simp only [mul_assoc]
        _ = (E * comm A B) * F * G := by rw [s3]; simp only [mul_assoc]
        _ = _ := by rw [s2]; simp only [mul_assoc]
    simp only [mul_smul_comm, e1, e2]
    simp only [add_mul, smul_mul_assoc, mul_assoc]
    module
  exact (((hasDerivAt_exp_scaled A hf).fun_mul (hasDerivAt_exp_scaled B hg)).fun_mul
    (hasDerivAt_exp_scaled (comm A B) hh)).congr_deriv
    (alg _ _ _ (exp_mul_shift hA (f t)) (exp_mul_of_commute (hA.smul_left (f t)))
      (exp_mul_of_commute (hB.smul_left (g t))))
```

## (f) The exponential of the integrated generator

Let $E(t)=e^{tA+t^2B/2}$. Show that
$$E'(t)=\bigl(A+tB+\tfrac{t^2}{4}C\bigr)E(t).$$

**Solution.** Fix $r$, let $M=rA+\frac{r^2}{2}B$, and define
$$Q(s)=e^{srA}\,e^{sr^2B/2}\,e^{-s^2r^3C/4}.$$
In (e) the coefficient of $C$ is $sr\cdot\frac{r^2}{2}-\frac{sr^3}{2}=0$, so $Q'=MQ$. Therefore
$$\frac{d}{ds}\bigl(e^{-sM}Q(s)\bigr)=e^{-sM}(-M+M)Q(s)=0.$$
The product is $1$ at $s=0$, hence also at $s=1$, and (b) gives $Q(1)=e^M$. Thus
$$E(r)=e^{rA}\,e^{r^2B/2}\,e^{-r^3C/4},$$
which is `dis` in the code. Apply (e) again with $f=t$, $g=t^2/2$, $h=-t^3/4$: the coefficient of $C$ is now $t^2-\frac34t^2=\frac14t^2$.

```lean
/-- If `[A,B]` commutes with `A` and `B`, the exponential of the integrated generator
`tA + t²B/2` evolves with `A + tB + t²[A,B]/4`. -/
theorem hasDerivAt_exp_integrated {A B : 𝔸} (hA : Commute A (comm A B))
    (hB : Commute B (comm A B)) (t : ℝ) :
    HasDerivAt (fun s : ℝ => exp (s • A + (s ^ 2 / 2) • B))
      ((A + t • B + (t ^ 2 / 4) • comm A B) * exp (t • A + (t ^ 2 / 2) • B)) t := by
  -- factorise the exponential by following it along an auxiliary scale s
  have dis : ∀ r : ℝ, exp (r • A + (r ^ 2 / 2) • B)
      = exp (r • A) * exp ((r ^ 2 / 2) • B) * exp ((-(r ^ 3 / 4)) • comm A B) := by
    intro r
    obtain ⟨M, hM⟩ : ∃ M, M = r • A + (r ^ 2 / 2) • B := ⟨_, rfl⟩
    rw [← hM]
    have hd : ∀ s : ℝ, HasDerivAt (fun s : ℝ => exp (s • (-M)) *
        (exp ((s * r) • A) * exp ((s * (r ^ 2 / 2)) • B) *
          exp ((-(s ^ 2 * (r ^ 3 / 4))) • comm A B))) 0 s := by
      intro s
      have hf : HasDerivAt (fun s : ℝ => s * r) r s :=
        ((hasDerivAt_id' s).mul_const r).congr_deriv (one_mul r)
      have hg : HasDerivAt (fun s : ℝ => s * (r ^ 2 / 2)) (r ^ 2 / 2) s :=
        ((hasDerivAt_id' s).mul_const (r ^ 2 / 2)).congr_deriv (one_mul _)
      have hh : HasDerivAt (fun s : ℝ => -(s ^ 2 * (r ^ 3 / 4))) (-(2 * s * (r ^ 3 / 4))) s :=
        ((hasDerivAt_pow 2 s).mul_const (r ^ 3 / 4)).fun_neg.congr_deriv (by norm_num)
      have coef : r • A + (r ^ 2 / 2) • B +
          (s * r * (r ^ 2 / 2) + -(2 * s * (r ^ 3 / 4))) • comm A B = M := by
        rw [hM]
        module
      have hP := (hasDerivAt_product hA hB hf hg hh).congr_deriv (congrArg (· * _) coef)
      refine ((hasDerivAt_exp_smul_const (-M) s).fun_mul hP).congr_deriv ?_
      have alg : ∀ e P : 𝔸, e * -M * P + e * (M * P) = 0 := by
        intro e P
        noncomm_ring
      exact alg _ _
    have hc : exp (-M) * (exp (r • A) * exp ((r ^ 2 / 2) • B) *
        exp ((-(r ^ 3 / 4)) • comm A B)) = 1 := by
      have := is_const_of_deriv_eq_zero (fun s => (hd s).differentiableAt)
        (fun s => (hd s).deriv) 1 0
      simpa using this
    rw [← mul_one (exp M), ← hc, ← mul_assoc, exp_mul_exp_neg, one_mul]
  have e : (fun s : ℝ => exp (s • A + (s ^ 2 / 2) • B)) = _ := funext dis
  rw [e, dis t]
  have hg : HasDerivAt (fun s : ℝ => s ^ 2 / 2) t t :=
    ((hasDerivAt_pow 2 t).div_const 2).congr_deriv (by norm_num)
  have hh : HasDerivAt (fun s : ℝ => -(s ^ 3 / 4)) (-(3 * t ^ 2 / 4)) t :=
    ((hasDerivAt_pow 3 t).div_const 4).fun_neg.congr_deriv (by norm_num)
  have coef : (1 : ℝ) • A + t • B + (t * t + -(3 * t ^ 2 / 4)) • comm A B
      = A + t • B + (t ^ 2 / 4) • comm A B := by module
  exact (hasDerivAt_product hA hB (hasDerivAt_id' t) hg hh).congr_deriv
    (congrArg (· * _) coef)
```

## (g) The propagator of the ramp

Show that $Y(0)=1$ and, for every real $t$,
$$Y'(t)=(A+tB)Y(t).$$

**Solution.** At $t=0$ both exponents vanish. Let $F(t)=e^{-t^3C/12}$, so that $F'=-\frac{t^2}{4}CF$ by (a). Since $C$ commutes with $tA+\frac{t^2}{2}B$, it commutes with $E$ by (d), and
$$Y'=\bigl(A+tB+\tfrac{t^2}{4}C\bigr)EF-\tfrac{t^2}{4}CEF=(A+tB)Y.$$
This cancellation is `alg` in the code.

```lean
/-- Terminating Magnus expansion: if `[A,B]` commutes with `A` and `B`, the Magnus propagator
starts at the identity and obeys `Y'(t) = (A + tB) Y(t)` at all real times. -/
theorem magnus_solves {A B : 𝔸} (hA : Commute A (comm A B)) (hB : Commute B (comm A B)) :
    magnus A B 0 = 1 ∧
      ∀ t : ℝ, HasDerivAt (magnus A B) ((A + t • B) * magnus A B t) t := by
  refine ⟨by simp [magnus], fun t => ?_⟩
  have hh : HasDerivAt (fun s : ℝ => -(s ^ 3 / 12)) (-(3 * t ^ 2 / 12)) t :=
    ((hasDerivAt_pow 3 t).div_const 12).fun_neg.congr_deriv (by norm_num)
  -- the last factor cancels the surplus t²[A,B]/4
  have alg : ∀ E F : 𝔸, E * comm A B = comm A B * E →
      (A + t • B + (t ^ 2 / 4) • comm A B) * E * F +
        E * ((-(3 * t ^ 2 / 12)) • (comm A B * F)) = (A + t • B) * (E * F) := by
    intro E F h
    have e : E * (comm A B * F) = comm A B * (E * F) := by
      rw [← mul_assoc, h, mul_assoc]
    simp only [mul_smul_comm, e, add_mul, smul_mul_assoc, mul_assoc]
    module
  exact ((hasDerivAt_exp_integrated hA hB t).fun_mul
    (hasDerivAt_exp_scaled (comm A B) hh)).congr_deriv
    (alg _ _ (exp_mul_of_commute ((hA.smul_left t).add_left (hB.smul_left _))))
```

## (h) All solutions

Let $Z$ take values in the algebra and satisfy $Z'=(A+tB)Z$ at all real times. Show that
$$Z(t)=Y(t)Z(0).$$

**Solution.** By (b), $VY=YV=1$. The function $V$ is differentiable, by (a) and by (f) applied to $-A,-B$, whose commutator is again $C$. Differentiating $VY=1$ gives
$$V'Y+V(A+tB)Y=0.$$
Multiplying by $V$ from the right gives $V'=-V(A+tB)$, which is the step `cancel`. Hence
$$(VZ)'=-V(A+tB)Z+V(A+tB)Z=0,$$
so $V(t)Z(t)=V(0)Z(0)=Z(0)$. Multiply by $Y(t)$ from the left.

```lean
/-- If `[A,B]` commutes with `A` and `B`, every solution of `Z'(t) = (A + tB) Z(t)` is the
Magnus propagator applied to its initial value. -/
theorem solution_eq_magnus {A B : 𝔸} (hA : Commute A (comm A B)) (hB : Commute B (comm A B))
    {Z : ℝ → 𝔸} (hZ : ∀ t : ℝ, HasDerivAt Z ((A + t • B) * Z t) t) (t : ℝ) :
    Z t = magnus A B t * Z 0 := by
  have inv : ∀ X : 𝔸, exp (-X) * exp X = 1 := fun X => by simpa using exp_mul_exp_neg (-X)
  have hneg : ∀ s : ℝ, s • (-A) + (s ^ 2 / 2) • (-B) = -(s • A + (s ^ 2 / 2) • B) := by
    intro s
    module
  have nest : ∀ a b c d : 𝔸, b * c = 1 → a * d = 1 → a * b * (c * d) = 1 := by
    intro a b c d h1 h2
    rw [mul_assoc, ← mul_assoc b, h1, one_mul, h2]
  have hYV : ∀ s, magnus A B s * magnusInv A B s = 1 := by
    intro s
    unfold magnus magnusInv
    rw [hneg, neg_smul]
    exact nest _ _ _ _ (inv _) (exp_mul_exp_neg _)
  have hVY : ∀ s, magnusInv A B s * magnus A B s = 1 := by
    intro s
    unfold magnus magnusInv
    rw [hneg, neg_smul]
    exact nest _ _ _ _ (inv _) (exp_mul_exp_neg _)
  have hcomm : comm (-A) (-B) = comm A B := by simp [comm]
  have hA' : Commute (-A) (comm (-A) (-B)) := by rw [hcomm]; exact hA.neg_left
  have hB' : Commute (-B) (comm (-A) (-B)) := by rw [hcomm]; exact hB.neg_left
  have cancel : ∀ K V H Y : 𝔸, Y * V = 1 → K * Y + V * (H * Y) = 0 → K + V * H = 0 := by
    intro K V H Y h h0
    calc K + V * H = (K + V * H) * (Y * V) := by rw [h, mul_one]
      _ = (K * Y + V * (H * Y)) * V := by noncomm_ring
      _ = 0 := by rw [h0, zero_mul]
  -- in the frame of the propagator the solution stands still
  have hd : ∀ s : ℝ, HasDerivAt (fun s => magnusInv A B s * Z s) 0 s := by
    intro s
    obtain ⟨K, hK⟩ : ∃ K, HasDerivAt (magnusInv A B) K s :=
      ⟨_, (hasDerivAt_exp_scaled (comm A B) ((hasDerivAt_pow 3 s).div_const 12)).fun_mul
        (hasDerivAt_exp_integrated hA' hB' s)⟩
    have h0 : K * magnus A B s + magnusInv A B s * ((A + s • B) * magnus A B s) = 0 := by
      refine (hK.fun_mul ((magnus_solves hA hB).2 s)).unique ?_
      simp only [hVY]
      exact hasDerivAt_const s (1 : 𝔸)
    refine (hK.fun_mul (hZ s)).congr_deriv ?_
    rw [← mul_assoc, ← add_mul, cancel _ _ _ _ (hYV s) h0, zero_mul]
  have h0 : magnusInv A B 0 = 1 := by simp [magnusInv]
  have hc : magnusInv A B t * Z t = Z 0 := by
    have := is_const_of_deriv_eq_zero (fun s => (hd s).differentiableAt)
      (fun s => (hd s).deriv) t 0
    simpa [h0] using this
  rw [← hc, ← mul_assoc, hYV, one_mul]
```

## (i) When the correction is unnecessary

Show that
$$E'(t)=(A+tB)E(t)\ \text{for all real }t\quad\Longleftrightarrow\quad C=0.$$

**Solution.** If the equation holds, comparison with (f) at $t=1$ gives
$$(A+B)E(1)=\bigl(A+B+\tfrac14C\bigr)E(1).$$
Multiplying by $e^{-A-B/2}$ from the right leaves $C=0$. The converse is (f) with $C=0$. In Lean, `unique` equates the two derivatives.

For $1\times1$ matrices $A=(\alpha)$ and $B=(\beta)$, $C=0$, and $e^{\alpha t+\beta t^2/2}$ is the familiar scalar solution.

```lean
/-- When `[A,B]` commutes with `A` and `B`, the exponential of the integrated generator alone
solves the equation of motion of the ramp exactly if `[A,B] = 0`. -/
theorem exp_integrated_solves_iff {A B : 𝔸} (hA : Commute A (comm A B))
    (hB : Commute B (comm A B)) :
    (∀ t : ℝ, HasDerivAt (fun s : ℝ => exp (s • A + (s ^ 2 / 2) • B))
      ((A + t • B) * exp (t • A + (t ^ 2 / 2) • B)) t) ↔ comm A B = 0 := by
  constructor
  · intro h
    -- compare the two derivatives at t = 1 and cancel the exponential
    have h1 := (h 1).unique (hasDerivAt_exp_integrated hA hB 1)
    have h2 := congrArg (· * exp (-((1 : ℝ) • A + ((1 : ℝ) ^ 2 / 2) • B))) h1
    simp only [mul_assoc, exp_mul_exp_neg, mul_one] at h2
    simpa using h2
  · intro h t
    simpa [h] using hasDerivAt_exp_integrated hA hB t
```

## (j) Matrices with a nonzero commutator

Let $A=e_{12}$ and $B=e_{23}$, where $e_{ij}$ is the $3\times3$ matrix with a single 1 in row $i$, column $j$. Show that $C=e_{13}$ and that $C$ commutes with both.

**Solution.** $AB=e_{13}$ and $BA=0$, while $AC=CA=BC=CB=0$. Lean compares the entries, numbered from 0. The check is purely algebraic; to apply (g), equip the matrices with a submultiplicative norm, such as an operator norm.

```lean
/-- Two explicit 3×3 matrices have a nonzero commutator that commutes with both. -/
theorem magnus_witness :
    let A : Matrix (Fin 3) (Fin 3) ℂ := !![0, 1, 0; 0, 0, 0; 0, 0, 0]
    let B : Matrix (Fin 3) (Fin 3) ℂ := !![0, 0, 0; 0, 0, 1; 0, 0, 0]
    comm A B = !![0, 0, 1; 0, 0, 0; 0, 0, 0] ∧
      Commute A (comm A B) ∧ Commute B (comm A B) := by
  intro A B
  have h : comm A B = !![0, 0, 1; 0, 0, 0; 0, 0, 0] := by
    ext i j
    fin_cases i <;> fin_cases j <;>
      simp [comm, A, B]
  refine ⟨h, ?_, ?_⟩ <;> rw [h, commute_iff_eq] <;> ext i j <;>
    fin_cases i <;> fin_cases j <;> simp [A, B, Matrix.mul_apply, Fin.sum_univ_succ]

end

end LinearRampMagnus
```

For these matrices at $t=1$, $(A+\frac12B)^2=\frac12C$ and the cube vanishes, so
$$Y(1)=\bigl(1+A+\tfrac12B+\tfrac14C\bigr)\bigl(1-\tfrac1{12}C\bigr)=1+A+\tfrac12B+\tfrac16C.$$
Direct integration agrees: $Y_{23}=t^2/2$ and $Y_{13}'=Y_{23}$ give $Y_{13}(1)=\frac16$, whereas $E(1)$ has $\frac14$ in that entry.

```lean
#print axioms LinearRampMagnus.magnus_solves
#print axioms LinearRampMagnus.solution_eq_magnus
#print axioms LinearRampMagnus.exp_integrated_solves_iff
```

```
'LinearRampMagnus.magnus_solves' depends on axioms: [propext, Classical.choice, Quot.sound]
'LinearRampMagnus.solution_eq_magnus' depends on axioms: [propext, Classical.choice, Quot.sound]
'LinearRampMagnus.exp_integrated_solves_iff' depends on axioms: [propext, Classical.choice, Quot.sound]
```
